# Coordinate scaling of the erfc-screened Coulomb integral of an exchange hole

Take a hole equal to \(-1\) for \(0<s<1\) and zero beyond. This is a toy example: its charge is \(-4\pi/3\), whereas a true exchange hole has charge \(-1\). Compress it by a factor of two while keeping its charge: it becomes \(-8\) for \(0<s<1/2\). With the Coulomb repulsion screened by \(\operatorname{erfc}(ws)\), the substitution \(t=2s\) gives

\[
-8\int_0^{1/2}4\pi s\,\operatorname{erfc}(ws)\,ds=-2\int_0^1 4\pi t\,\operatorname{erfc}\!\left(\tfrac{w}{2}t\right)dt .
\]

The integral for the compressed hole is twice that of the original hole at half the screening parameter. The problems below treat a general radial hole.

## Setting

```lean
import Mathlib

open MeasureTheory Filter Set Topology

namespace ScreenedExchangeHoleScaling

noncomputable section
```

The screening function is defined for every real \(x\) by
\[
\operatorname{erfc}(x)=1-\frac{2}{\sqrt\pi}\int_0^x e^{-t^2}dt .
\]

```lean
/-- The complementary error function, one minus the normalised Gaussian integral from 0 to `x`. -/
def erfc (x : ℝ) : ℝ :=
  1 - 2 / √Real.pi * ∫ t in (0 : ℝ)..x, Real.exp (-t ^ 2)
```

Let `h` be the spherically averaged hole around one reference point, \(s\) the distance from that point and \(w\ge0\) an inverse length. Multiplying the hole \(h(s)\) by the screened repulsion \(\operatorname{erfc}(ws)/s\) and the factor \(4\pi s^2\) of the volume element gives the integrand \(4\pi s\,h(s)\operatorname{erfc}(ws)\).

```lean
/-- The radial integrand `4 π s h(s) erfc(w s)` of a hole `h` with screening parameter `w`. -/
def screenedIntegrand (w : ℝ) (h : ℝ → ℝ) (s : ℝ) : ℝ :=
  4 * Real.pi * s * h s * erfc (w * s)
```

Its integral over \((0,\infty)\), written `Ioi 0` in Lean, is \(E(w,h)\). The factor \(1/2\) and the density-weighted integral over reference points that would give a total exchange energy are left out.

```lean
/-- The screened Coulomb integral `E(w, h)` of the hole `h`. -/
def screenedEnergy (w : ℝ) (h : ℝ → ℝ) : ℝ :=
  ∫ s in Ioi (0 : ℝ), screenedIntegrand w h s
```

For \(l>0\) the scaled hole is \(h_l(s)=l^3h(ls)\); large \(l\) compresses it.

```lean
/-- The uniformly scaled hole `l³ h(l s)`. -/
def scaledHole (l : ℝ) (h : ℝ → ℝ) (s : ℝ) : ℝ :=
  l ^ 3 * h (l * s)
```

The energy results assume that \(s\,h(s)\) is absolutely integrable on \((0,\infty)\), that is, a finite unscreened Coulomb integral. Neither continuity, a sign nor a normalisation of \(h\) is required.

## Problems

**(a)** Show that \(\operatorname{erfc}\) is continuous.

The integral of a continuous function is continuous in its upper limit; multiplying by a constant and subtracting from 1 preserves this.

```lean
/-- The complementary error function is continuous. -/
theorem continuous_erfc : Continuous erfc := by
  have hc : Continuous fun t : ℝ => Real.exp (-t ^ 2) := by fun_prop
  have hp := intervalIntegral.continuous_primitive
    (fun a b => hc.intervalIntegrable (μ := volume) a b) 0
  exact continuous_const.sub (continuous_const.mul hp)
```

**(b)** Show that \(\operatorname{erfc}(x)\to0\) as \(x\to\infty\).

The half-line Gaussian integral is \(\sqrt\pi/2\), so the limit is \(1-(2/\sqrt\pi)(\sqrt\pi/2)=0\).

```lean
/-- The complementary error function vanishes at large argument. -/
theorem tendsto_erfc_atTop : Tendsto erfc atTop (𝓝 0) := by
  have hi : Integrable (fun t : ℝ => Real.exp (-t ^ 2)) := by
    simpa using integrable_exp_neg_mul_sq (b := 1) one_pos
  have hv : ∫ t in Ioi (0 : ℝ), Real.exp (-t ^ 2) = √Real.pi / 2 := by
    simpa using integral_gaussian_Ioi 1
  have h : Tendsto (fun x : ℝ => ∫ t in (0 : ℝ)..x, Real.exp (-t ^ 2)) atTop
      (𝓝 (√Real.pi / 2)) := by
    rw [← hv]
    exact intervalIntegral_tendsto_integral_Ioi 0 hi.integrableOn tendsto_id
  have hne : √Real.pi ≠ 0 := (Real.sqrt_pos.mpr Real.pi_pos).ne'
  have e : 2 / √Real.pi * (√Real.pi / 2) = 1 := by field_simp
  have h2 := (h.const_mul (2 / √Real.pi)).const_sub 1
  rw [e, sub_self] at h2
  exact h2
```

**(c)** Show that \(0\le\operatorname{erfc}(x)\le1\) for \(x\ge0\).

For \(a\le b\),
\[
\operatorname{erfc}(a)-\operatorname{erfc}(b)=\frac{2}{\sqrt\pi}\int_a^b e^{-t^2}dt\ge0 .
\]
A decreasing function lies above its limit, here 0, and for \(x\ge0\) below \(\operatorname{erfc}(0)=1\).

```lean
/-- At nonnegative argument the screening factor lies between 0 and 1. -/
theorem erfc_bounds {x : ℝ} (hx : 0 ≤ x) : 0 ≤ erfc x ∧ erfc x ≤ 1 := by
  have hc : Continuous fun t : ℝ => Real.exp (-t ^ 2) := by fun_prop
  have hanti : Antitone erfc := by
    intro a b hab
    have hadd := intervalIntegral.integral_add_adjacent_intervals
      (hc.intervalIntegrable (μ := volume) 0 a) (hc.intervalIntegrable (μ := volume) a b)
    have hpos : 0 ≤ ∫ t in a..b, Real.exp (-t ^ 2) :=
      intervalIntegral.integral_nonneg hab (fun t _ => (Real.exp_pos _).le)
    unfold erfc
    have hle : ∫ t in (0 : ℝ)..a, Real.exp (-t ^ 2) ≤ ∫ t in (0 : ℝ)..b, Real.exp (-t ^ 2) := by
      linarith
    have hk : 0 ≤ 2 / √Real.pi := by positivity
    have := mul_le_mul_of_nonneg_left hle hk
    linarith
  have h0 : erfc 0 = 1 := by simp [erfc]
  exact ⟨hanti.le_of_tendsto tendsto_erfc_atTop x, h0 ▸ hanti hx⟩
```

**(d)** Show that the screened integrand is integrable for \(w\ge0\), with
\[
|4\pi s\,h(s)\operatorname{erfc}(ws)|\le|4\pi s\,h(s)|\qquad(s>0).
\]

The bound is (c) at \(x=ws\). Its right side is integrable by hypothesis, and (a) supplies the measurability of the product.

```lean
/-- If `w ≥ 0` and `s h(s)` is absolutely integrable on `s > 0`, then so is the screened integrand,
and it is bounded in size at every `s > 0` by the unscreened one, which is integrable there too. -/
theorem screenedIntegrand_integrable {h : ℝ → ℝ} {w : ℝ}
    (hh : IntegrableOn (fun s => s * h s) (Ioi 0)) (hw : 0 ≤ w) :
    IntegrableOn (screenedIntegrand w h) (Ioi 0) ∧
    IntegrableOn (fun s => 4 * Real.pi * s * h s) (Ioi 0) ∧
    ∀ s, 0 < s → ‖screenedIntegrand w h s‖ ≤ ‖4 * Real.pi * s * h s‖ := by
  have hb : IntegrableOn (fun s => 4 * Real.pi * s * h s) (Ioi 0) := by
    have e : (fun s => 4 * Real.pi * s * h s) = fun s => 4 * Real.pi * (s * h s) := by
      funext s; ring
    rw [e]
    exact Integrable.const_mul hh _
  have hle : ∀ s, 0 < s → ‖screenedIntegrand w h s‖ ≤ ‖4 * Real.pi * s * h s‖ := by
    intro s hs
    have b := erfc_bounds (mul_nonneg hw hs.le)
    unfold screenedIntegrand
    rw [norm_mul, Real.norm_of_nonneg b.1]
    exact mul_le_of_le_one_right (norm_nonneg _) b.2
  refine ⟨Integrable.mono hb ?_ ?_, hb, hle⟩
  · have hm : Continuous fun s : ℝ => erfc (w * s) :=
      continuous_erfc.comp (continuous_const.mul continuous_id)
    exact (Integrable.aestronglyMeasurable hb).mul hm.aestronglyMeasurable
  · filter_upwards [ae_restrict_mem measurableSet_Ioi] with s hs
    exact hle s hs
```

**(e)** Assume that \(s^2h(s)\) is integrable. Show that scaling preserves the hole charge:
\[
\int_0^\infty4\pi s^2h_l(s)\,ds=\int_0^\infty4\pi s^2h(s)\,ds .
\]

The left integrand is \(l\cdot4\pi(ls)^2h(ls)\). Setting \(t=ls\) gives \(ds=dt/l\), which cancels the prefactor.

```lean
/-- Uniform scaling keeps the charge of the hole, the integral of `4 π s² h(s)`. -/
theorem scaledHole_charge {h : ℝ → ℝ} {l : ℝ} (hl : 0 < l)
    (hh : IntegrableOn (fun s => 4 * Real.pi * s ^ 2 * h s) (Ioi 0)) :
    IntegrableOn (fun s => 4 * Real.pi * s ^ 2 * scaledHole l h s) (Ioi 0) ∧
    ∫ s in Ioi (0 : ℝ), 4 * Real.pi * s ^ 2 * scaledHole l h s =
      ∫ s in Ioi (0 : ℝ), 4 * Real.pi * s ^ 2 * h s := by
  have e : (fun s => 4 * Real.pi * s ^ 2 * scaledHole l h s) =
      fun s => l * (4 * Real.pi * (l * s) ^ 2 * h (l * s)) := by
    funext s; unfold scaledHole; ring
  rw [e]
  constructor
  · have hi := (integrableOn_Ioi_comp_mul_left_iff
      (fun t => 4 * Real.pi * t ^ 2 * h t) 0 hl).mpr (by rw [mul_zero]; exact hh)
    exact Integrable.const_mul hi l
  · have hs := integral_comp_mul_left_Ioi (fun t => 4 * Real.pi * t ^ 2 * h t) 0 hl
    rw [mul_zero, smul_eq_mul] at hs
    rw [integral_const_mul, hs, ← mul_assoc, mul_inv_cancel₀ hl.ne', one_mul]
```

**(f)** Show that the scaled integrand is integrable and that
\[
E(w,h_l)=l\,E(w/l,h).
\]

Since \(ws=(w/l)(ls)\),
\[
4\pi s\,l^3h(ls)\operatorname{erfc}(ws)=l^2\,\bigl[4\pi t\,h(t)\operatorname{erfc}((w/l)t)\bigr]_{t=ls}.
\]
Integrating with \(ds=dt/l\) leaves \(l^2/l=l\). Integrability follows from (d) at \(w/l\).

```lean
/-- Scaling law of the screened hole energy: `E(w, h_l) = l E(w/l, h)`, where the integral
for the scaled hole converges absolutely. -/
theorem screenedEnergy_scaledHole {h : ℝ → ℝ} {w l : ℝ} (hw : 0 ≤ w) (hl : 0 < l)
    (hh : IntegrableOn (fun s => s * h s) (Ioi 0)) :
    IntegrableOn (screenedIntegrand w (scaledHole l h)) (Ioi 0) ∧
    screenedEnergy w (scaledHole l h) = l * screenedEnergy (w / l) h := by
  -- the scaled integrand is the original one at the stretched distance `l s`
  have e : screenedIntegrand w (scaledHole l h) =
      fun s => l ^ 2 * screenedIntegrand (w / l) h (l * s) := by
    funext s
    have hws : w / l * (l * s) = w * s := by field_simp
    unfold screenedIntegrand scaledHole
    rw [hws]
    ring
  unfold screenedEnergy
  rw [e]
  constructor
  · have hi := (integrableOn_Ioi_comp_mul_left_iff (screenedIntegrand (w / l) h) 0 hl).mpr
      (by rw [mul_zero]; exact (screenedIntegrand_integrable hh (div_nonneg hw hl.le)).1)
    exact Integrable.const_mul hi _
  · -- substitute `t = l s`
    rw [integral_const_mul, integral_comp_mul_left_Ioi _ 0 hl, mul_zero, smul_eq_mul,
      ← mul_assoc]
    congr 1
    field_simp
```

The proof turns on `integral_comp_mul_left_Ioi`, which performs the substitution on a half line. It needs only \(l>0\), not integrability, because Lean gives a non-integrable function the integral zero. The companion `integrableOn_Ioi_comp_mul_left_iff` therefore carries the convergence claim separately.

Consider the exchange hole \(n\,J(k_Fs)\) of a spin-unpolarised uniform electron gas in its ground state, where \(k_F\) is the Fermi wavevector, \(n=k_F^3/(3\pi^2)\) the density and \(J\) a dimensionless shape function that is the same at every density. Here the law with \(l=k_F\) and \(h=J/(3\pi^2)\) lets a code tabulate one function of \(w/k_F\) and multiply by \(k_F\), instead of integrating anew for each density.

**(g)** Let \(u(l)\) be eventually nonnegative, and let \(\operatorname{erfc}(u(l)s)\to g(s)\) for each \(s>0\). Show that
\[
E(u(l),h)\to\int_0^\infty4\pi s\,h(s)g(s)\,ds .
\]

The integrands converge pointwise and are dominated by \(|4\pi s\,h(s)|\), as in (d), so dominated convergence applies. The filter `L` covers both \(l\to\infty\) and \(l\to0^+\).

```lean
/-- If the screening factors converge at every distance, the screened energies converge to
the integral with the limiting factor. -/
theorem tendsto_screenedEnergy {L : Filter ℝ} [L.IsCountablyGenerated] {u g h : ℝ → ℝ}
    (hh : IntegrableOn (fun s => s * h s) (Ioi 0)) (hu : ∀ᶠ l in L, 0 ≤ u l)
    (hg : ∀ s, 0 < s → Tendsto (fun l => erfc (u l * s)) L (𝓝 (g s))) :
    Tendsto (fun l => screenedEnergy (u l) h) L
      (𝓝 (∫ s in Ioi (0 : ℝ), 4 * Real.pi * s * h s * g s)) := by
  unfold screenedEnergy
  apply tendsto_integral_filter_of_dominated_convergence (fun s => ‖4 * Real.pi * s * h s‖)
  · filter_upwards [hu] with l hl
    exact Integrable.aestronglyMeasurable (screenedIntegrand_integrable hh hl).1
  · filter_upwards [hu] with l hl
    filter_upwards [ae_restrict_mem measurableSet_Ioi] with s hs
    exact (screenedIntegrand_integrable hh hl).2.2 s hs
  · exact Integrable.norm (screenedIntegrand_integrable hh le_rfl).2.1
  · filter_upwards [ae_restrict_mem measurableSet_Ioi] with s hs
    exact (hg s hs).const_mul _
```

**(h)** For \(w\ge0\), show that
\[
\lim_{l\to\infty}E(w,h_l)/l=E(0,h).
\]

By (f) the ratio is \(E(w/l,h)\). Here \(w/l\to0\), so by continuity \(\operatorname{erfc}(ws/l)\to\operatorname{erfc}(0)\); apply (g).

```lean
/-- For a strongly compressed hole, `E(w, h_l) / l` tends to the unscreened energy `E(0, h)`. -/
theorem compressed_limit {h : ℝ → ℝ} {w : ℝ} (hw : 0 ≤ w)
    (hh : IntegrableOn (fun s => s * h s) (Ioi 0)) :
    Tendsto (fun l => screenedEnergy w (scaledHole l h) / l) atTop
      (𝓝 (screenedEnergy 0 h)) := by
  have hu : Tendsto (fun l : ℝ => w / l) atTop (𝓝 0) :=
    tendsto_const_nhds.div_atTop tendsto_id
  have key := tendsto_screenedEnergy (u := fun l => w / l) (g := fun s => erfc (0 * s)) hh
    ((eventually_gt_atTop 0).mono fun l hl => div_nonneg hw (le_of_lt hl))
    (fun s _ => (continuous_erfc.tendsto (0 * s)).comp (hu.mul_const s))
  refine Tendsto.congr' ?_ key
  filter_upwards [eventually_gt_atTop 0] with l hl
  rw [(screenedEnergy_scaledHole hw hl hh).2, mul_div_cancel_left₀ _ hl.ne']
```

**(i)** For \(w>0\), show that
\[
\lim_{l\to0^+}E(w,h_l)/l=0 .
\]

Now \(w/l\to\infty\), so the screening factor tends to 0 at every \(s>0\) by (b). Apply (g) with \(g=0\).

```lean
/-- For a strongly stretched hole and `w > 0`, `E(w, h_l) / l` tends to zero. -/
theorem stretched_limit {h : ℝ → ℝ} {w : ℝ} (hw : 0 < w)
    (hh : IntegrableOn (fun s => s * h s) (Ioi 0)) :
    Tendsto (fun l => screenedEnergy w (scaledHole l h) / l) (𝓝[>] 0) (𝓝 0) := by
  have hpos : ∀ᶠ l : ℝ in 𝓝[>] 0, 0 < l := self_mem_nhdsWithin
  have hu : Tendsto (fun l : ℝ => w / l) (𝓝[>] 0) atTop := by
    simp only [div_eq_mul_inv]
    exact Tendsto.const_mul_atTop hw tendsto_inv_nhdsGT_zero
  have key := tendsto_screenedEnergy (u := fun l => w / l) (g := fun _ => 0) hh
    (hpos.mono fun l hl => div_nonneg hw.le (le_of_lt hl))
    (fun s hs => tendsto_erfc_atTop.comp (hu.atTop_mul_const hs))
  simp only [mul_zero, integral_zero] at key
  refine Tendsto.congr' ?_ key
  filter_upwards [hpos] with l hl
  rw [(screenedEnergy_scaledHole hw.le hl hh).2, mul_div_cancel_left₀ _ hl.ne']
```

**(j)** Let \(w>0\) and \(E(0,h)\ne0\). Show that \(E(w,h_l)=l\,E(w,h)\) fails for some \(l>0\).

If it held for all \(l>0\), the ratio \(E(w,h_l)/l\) would be the constant \(E(w,h)\). By (h) that constant is \(E(0,h)\), and by (i) it is 0, a contradiction. The condition \(E(0,h)\ne0\) says that the hole has a nonzero unscreened Coulomb energy.

```lean
/-- If `w > 0` and the unscreened energy is nonzero, the screened energy at fixed `w` is not
linear in the scale factor. -/
theorem not_linear_scaling {h : ℝ → ℝ} {w : ℝ} (hw : 0 < w)
    (hh : IntegrableOn (fun s => s * h s) (Ioi 0)) (h0 : screenedEnergy 0 h ≠ 0) :
    ¬ ∀ l, 0 < l → screenedEnergy w (scaledHole l h) = l * screenedEnergy w h := by
  intro hlin
  have hc : ∀ l, 0 < l → screenedEnergy w (scaledHole l h) / l = screenedEnergy w h := by
    intro l hl
    rw [hlin l hl, mul_div_cancel_left₀ _ hl.ne']
  have hpos : ∀ᶠ l : ℝ in 𝓝[>] 0, 0 < l := self_mem_nhdsWithin
  -- a constant ratio would have to equal both limits
  have h1 := tendsto_nhds_unique
    ((compressed_limit hw.le hh).congr' ((eventually_gt_atTop 0).mono hc)) tendsto_const_nhds
  have h2 := tendsto_nhds_unique
    ((stretched_limit hw hh).congr' (hpos.mono hc)) tendsto_const_nhds
  exact h0 (h1.trans h2.symm)

end

end ScreenedExchangeHoleScaling
```

```lean
#print axioms ScreenedExchangeHoleScaling.scaledHole_charge
-- 'ScreenedExchangeHoleScaling.scaledHole_charge' depends on axioms: [propext, Classical.choice, Quot.sound]
#print axioms ScreenedExchangeHoleScaling.screenedEnergy_scaledHole
-- 'ScreenedExchangeHoleScaling.screenedEnergy_scaledHole' depends on axioms: [propext, Classical.choice, Quot.sound]
#print axioms ScreenedExchangeHoleScaling.not_linear_scaling
-- 'ScreenedExchangeHoleScaling.not_linear_scaling' depends on axioms: [propext, Classical.choice, Quot.sound]
```
